# Quasiparticle weight at a frequency equidistant from all poles of the self-energy

The self-energy here is a scalar function of a real frequency, Σ(x) = s + ∑ⱼ bⱼ/(x − dⱼ), with a static part s and finitely many real poles dⱼ of strengths bⱼ. The declaration `weight_of_equidistant` says that if all the strengths are non-negative and every pole lies at the same distance g > 0 from x, then the quasiparticle weight Z = 1/(1 − Σ′(x)) equals g²/(g² + ∑ⱼ bⱼ). The attempt takes the formula for Z off the poles from `weight_eq` and replaces each squared distance by g². It then cross-multiplies the two fractions and tries to finish by rewriting.

This version doesn't compile in Lean 4 with Mathlib:

```lean
import Mathlib

open Filter Topology

namespace WeightOfEquidistant

noncomputable section

variable {ι : Type*} [Fintype ι]

/-- The self-energy with static part `s`, poles `d j` and pole strengths `b j`,
for real frequencies `x` different from every `d j`. -/
def selfEnergy (s : ℝ) (b d : ι → ℝ) (x : ℝ) : ℝ :=
  s + ∑ j, b j / (x - d j)

/-- The quasiparticle weight `Z = 1 / (1 - Σ'(x))`, for frequencies `x` at which the
self-energy is differentiable with slope different from one. -/
def weight (s : ℝ) (b d : ι → ℝ) (x : ℝ) : ℝ :=
  1 / (1 - deriv (selfEnergy s b d) x)

/-- Off its poles the self-energy has the slope `-∑ b j / (x - d j) ^ 2`. -/
theorem hasDerivAt_selfEnergy (s : ℝ) (b d : ι → ℝ) {x : ℝ} (hx : ∀ j, x ≠ d j) :
    HasDerivAt (selfEnergy s b d) (-∑ j, b j / (x - d j) ^ 2) x := by
  -- each pole term is differentiated separately
  have h : ∀ j ∈ Finset.univ,
      HasDerivAt (fun y : ℝ => b j / (y - d j)) (-(b j / (x - d j) ^ 2)) x := by
    intro j _
    have h0 : x - d j ≠ 0 := sub_ne_zero.mpr (hx j)
    have h1 := (hasDerivAt_const x (b j)).fun_div ((hasDerivAt_id' x).sub_const (d j)) h0
    exact h1.congr_deriv (by ring)
  have h2 := (HasDerivAt.fun_sum h).const_add s
  rw [Finset.sum_neg_distrib] at h2
  exact h2

/-- Off the poles the quasiparticle weight is `1 / (1 + ∑ b j / (x - d j) ^ 2)`. -/
theorem weight_eq (s : ℝ) (b d : ι → ℝ) {x : ℝ} (hx : ∀ j, x ≠ d j) :
    weight s b d x = 1 / (1 + ∑ j, b j / (x - d j) ^ 2) := by
  rw [weight, (hasDerivAt_selfEnergy s b d hx).deriv, sub_neg_eq_add]

/-- If the pole strengths are non-negative and every pole is at distance exactly `g > 0`
from the frequency, the quasiparticle weight equals `g ^ 2 / (g ^ 2 + ∑ b j)`. -/
theorem weight_of_equidistant (s : ℝ) (b d : ι → ℝ) {x g : ℝ} (hb : ∀ j, 0 ≤ b j)
    (hg : 0 < g) (hgap : ∀ j, |x - d j| = g) :
    weight s b d x = g ^ 2 / (g ^ 2 + ∑ j, b j) := by
  have hx : ∀ j, x ≠ d j := fun j =>
    sub_ne_zero.mp (abs_pos.mp (by rw [hgap j]; exact hg))
  have hB : 0 ≤ ∑ j, b j := Finset.sum_nonneg fun j _ => hb j
  have hg2 : 0 < g ^ 2 := pow_pos hg 2
  have hS : ∑ j, b j / (x - d j) ^ 2 = (∑ j, b j) / g ^ 2 := by
    rw [Finset.sum_div]
    refine Finset.sum_congr rfl fun j _ => ?_
    rw [← sq_abs (x - d j), hgap j]
  have hq : 0 ≤ (∑ j, b j) / g ^ 2 := div_nonneg hB hg2.le
  have hc : g ^ 2 * ((∑ j, b j) / g ^ 2) = ∑ j, b j := mul_div_cancel₀ _ hg2.ne'
  rw [weight_eq s b d hx, hS, div_eq_div_iff (by linarith) (by linarith), mul_add, hc]
  ring

end

end WeightOfEquidistant
```

Compiling this gives:

```
Main.lean:55:83: error: Tactic `rewrite` failed: Did not find an occurrence of the pattern
  g ^ 2 * ((∑ j, b j) / g ^ 2)
in the target expression
  1 * g ^ 2 + 1 * ∑ j, b j = g ^ 2 * (1 + (∑ j, b j) / g ^ 2)

ι : Type u_1
inst✝ : Fintype ι
s : ℝ
b d : ι → ℝ
x g : ℝ
hb : ∀ (j : ι), 0 ≤ b j
hg : 0 < g
hgap : ∀ (j : ι), |x - d j| = g
hx : ∀ (j : ι), x ≠ d j
hB : 0 ≤ ∑ j, b j
hg2 : 0 < g ^ 2
hS : ∑ j, b j / (x - d j) ^ 2 = (∑ j, b j) / g ^ 2
hq : 0 ≤ (∑ j, b j) / g ^ 2
hc : g ^ 2 * ((∑ j, b j) / g ^ 2) = ∑ j, b j
⊢ 1 * g ^ 2 + 1 * ∑ j, b j = g ^ 2 * (1 + (∑ j, b j) / g ^ 2)
```

This version goes through:

```diff
@@ -53,6 +53,8 @@
   have hq : 0 ≤ (∑ j, b j) / g ^ 2 := div_nonneg hB hg2.le
   have hc : g ^ 2 * ((∑ j, b j) / g ^ 2) = ∑ j, b j := mul_div_cancel₀ _ hg2.ne'
-  rw [weight_eq s b d hx, hS, div_eq_div_iff (by linarith) (by linarith), mul_add, hc]
-  ring
+  have h1 : 0 < 1 + (∑ j, b j) / g ^ 2 := by linarith
+  have h2 : 0 < g ^ 2 + ∑ j, b j := by linarith
+  rw [weight_eq s b d hx, hS, div_eq_div_iff h1.ne' h2.ne']
+  linear_combination -hc
 
 end
```

Diagnosis. Lean reports that the rewrite with `hc` finds no instance of `g ^ 2 * ((∑ j, b j) / g ^ 2)`. The fault lies one step earlier, in `mul_add`. After cross-multiplication the goal is `1 * (g ^ 2 + ∑ j, b j) = g ^ 2 * (1 + (∑ j, b j) / g ^ 2)`, and both sides are a product with a sum. `rw` fixes the variables of `mul_add` at the first match, which is the left side, and rewrites only instances of that match. The right side stays factored, so the product `hc` needs never appears.

The repair drops `mul_add` and the rewrite with `hc`, and closes the goal with `linear_combination -hc`. This subtracts the right side from the left, accounts for `hc` with coefficient −1, and leaves an identity that `ring1` proves, so no particular product has to be visible in the goal.

The new `h1` and `h2` are tidying: they name the positivity of the denominators, whereas the old `by linarith` arguments drew no error.
